# The orbital potential of the Liechtenstein interaction energy is its derivative when the interaction is exchange-symmetric

In a DFT+U calculation, electrons in localised d or f orbitals receive an explicit interaction energy, built from their density matrix. The orbitals, however, are found from a one-electron Hamiltonian, which needs a potential. Which potential belongs to the energy, and which symmetry of the interaction ensures that this potential is the energy's derivative?

The problems below treat the direct-minus-exchange part of the Liechtenstein functional. The Kohn–Sham energy and the double-counting correction are left out, and the interaction is held fixed while the density matrix varies.

## Orbitals, energy and potential

The localised orbitals are labelled by a finite set, the type `ι`. Each label stands for a spin-orbital, so it fixes the spin as well.

```lean
import Mathlib

open Matrix

namespace LiechtensteinPotential

noncomputable section

variable {ι : Type*} [Fintype ι]
```

Let $V_{abcd}$ be the matrix element of the screened Coulomb interaction in which one electron goes from orbital $c$ to $a$ and the other from $d$ to $b$. For a density matrix $D$, the energy is

$$E(D)=\tfrac12\sum_{abcd}(V_{abcd}-V_{abdc})\,D_{ca}D_{db}.$$

In Lean, `V a b c d` is $V_{abcd}$ and `D c a` is $D_{ca}$. Since $D$ may be any complex matrix, not necessarily Hermitian or idempotent, $E(D)$ is in general complex.

```lean
/-- The interaction energy `½ ∑ (V_abcd - V_abdc) D_ca D_db` of the Liechtenstein functional,
direct minus exchange, for the orbital density matrix `D`. -/
def energy (V : ι → ι → ι → ι → ℂ) (D : Matrix ι ι ℂ) : ℂ :=
  1 / 2 * ∑ a, ∑ b, ∑ c, ∑ d, (V a b c d - V a b d c) * D c a * D d b
```

The Hartree–Fock potential of $D$ is the matrix

$$v[D]_{ac}=\sum_{bd}(V_{abcd}-V_{abdc})\,D_{db}.$$

```lean
/-- The Hartree-Fock orbital potential `v_ac = ∑_bd (V_abcd - V_abdc) D_db`. -/
def potential (V : ι → ι → ι → ι → ℂ) (D : Matrix ι ι ℂ) : Matrix ι ι ℂ :=
  Matrix.of fun a c => ∑ b, ∑ d, (V a b c d - V a b d c) * D d b
```

As an example we use an interaction with one parameter $U$, the strength of the on-site repulsion: $V_{abcd}=U\delta_{ac}\delta_{bd}$.

```lean
/-- The on-site interaction `V_abcd = U δ_ac δ_bd` with a single parameter `U`. -/
def onsite [DecidableEq ι] (U : ℂ) (a b c d : ι) : ℂ :=
  if a = c then (if b = d then U else 0) else 0
```

From (c) onwards, some parts assume the exchange symmetry $V_{abcd}=V_{badc}$, which is `hV` in the code. It says that the interaction is unchanged when the two electrons swap labels. The matrix elements of the Coulomb interaction, bare or statically screened, always have this symmetry, because $w(\mathbf r,\mathbf r')=w(\mathbf r',\mathbf r)$. It has to be assumed here because `V` may be any table of numbers.

## (a) The potential traced with a second matrix

Write the trace of $v[D]$ with an arbitrary matrix $X$ as a sum over four orbitals:

$$\operatorname{Tr}(v[D]X)=\sum_{abcd}(V_{abcd}-V_{abdc})\,X_{ca}D_{db}.$$

**Solution.** The trace is $\sum_{ac}v[D]_{ac}X_{ca}$. Inserting the definition of $v[D]$ gives the claim. The Lean proof does the same, with `Finset.sum_comm` exchanging the sums over $b$ and $c$.

```lean
/-- The trace of the potential of `D` with a matrix `X`, written as a sum over four orbitals. -/
theorem trace_potential_mul (V : ι → ι → ι → ι → ℂ) (D X : Matrix ι ι ℂ) :
    trace (potential V D * X) =
      ∑ a, ∑ b, ∑ c, ∑ d, (V a b c d - V a b d c) * X c a * D d b := by
  simp only [Matrix.trace, Matrix.diag_apply, Matrix.mul_apply, potential, Matrix.of_apply,
    Finset.sum_mul]
  refine Finset.sum_congr rfl fun a _ => ?_
  refine Finset.sum_comm.trans ?_
  refine Finset.sum_congr rfl fun b _ => Finset.sum_congr rfl fun c _ =>
    Finset.sum_congr rfl fun d _ => ?_
  ring
```

## (b) The energy as a trace

Show that

$$E(D)=\tfrac12\operatorname{Tr}(v[D]D).$$

**Solution.** Set $X=D$ in (a) and compare with the definition of $E$. The factor $\tfrac12$ corrects for counting each pair of electrons twice.

```lean
/-- The interaction energy is half the trace of the orbital potential with the density matrix. -/
theorem energy_eq_half_trace (V : ι → ι → ι → ι → ℂ) (D : Matrix ι ι ℂ) :
    energy V D = 1 / 2 * trace (potential V D * D) := by
  rw [trace_potential_mul, energy]
```

## (c) Reciprocity of two density matrices

Assume exchange symmetry. Show that $D$ and $X$ can trade places:

$$\operatorname{Tr}(v[D]X)=\operatorname{Tr}(v[X]D).$$

**Solution.** In the sum of (a), rename $a\leftrightarrow b$ and $c\leftrightarrow d$:

$$\operatorname{Tr}(v[D]X)=\sum_{abcd}(V_{badc}-V_{bacd})\,X_{db}D_{ca}.$$

By symmetry $V_{badc}=V_{abcd}$ and $V_{bacd}=V_{abdc}$, so this is the sum of (a) with $D$ and $X$ exchanged. In Lean, the two uses of `Finset.sum_comm` do the renaming, and `hV` rewrites the direct and the exchange element.

```lean
/-- Reciprocity for an exchange-symmetric interaction: the potential of `D` acting on `X` gives the
same trace as the potential of `X` acting on `D`. -/
theorem potential_reciprocity (V : ι → ι → ι → ι → ℂ)
    (hV : ∀ a b c d, V a b c d = V b a d c) (D X : Matrix ι ι ℂ) :
    trace (potential V D * X) = trace (potential V X * D) := by
  rw [trace_potential_mul, trace_potential_mul]
  -- exchange the two electrons: a ↔ b together with c ↔ d
  refine Finset.sum_comm.trans ?_
  refine Finset.sum_congr rfl fun b _ => Finset.sum_congr rfl fun a _ => ?_
  refine Finset.sum_comm.trans ?_
  refine Finset.sum_congr rfl fun d _ => Finset.sum_congr rfl fun c _ => ?_
  rw [hV a b c d, hV a b d c]
  ring
```

## (d) Linearity of the potential

For a complex number $s$, show that

$$v[D+sX]=v[D]+s\,v[X].$$

**Solution.** Each entry of the potential contains the density matrix once:

$$\sum_{bd}(V_{abcd}-V_{abdc})(D_{db}+sX_{db})=v[D]_{ac}+s\,v[X]_{ac}.$$

No symmetry is needed. Lean compares the matrices entry by entry with `ext a c` and distributes the sums.

```lean
/-- The orbital potential depends linearly on the density matrix. -/
theorem potential_add_smul (V : ι → ι → ι → ι → ℂ) (D X : Matrix ι ι ℂ) (s : ℂ) :
    potential V (D + s • X) = potential V D + s • potential V X := by
  ext a c
  simp only [potential, Matrix.of_apply, Matrix.add_apply, Matrix.smul_apply, smul_eq_mul,
    mul_add, Finset.sum_add_distrib, Finset.mul_sum]
  congr 1
  refine Finset.sum_congr rfl fun b _ => Finset.sum_congr rfl fun d _ => ?_
  ring
```

## (e) The energy along a line

Assume exchange symmetry. Show that the energy is exactly quadratic along a line:

$$E(D+sX)=E(D)+s\operatorname{Tr}(v[D]X)+s^2E(X).$$

**Solution.** By (b) and (d),

$$E(D+sX)=\tfrac12\operatorname{Tr}\big((v[D]+s\,v[X])(D+sX)\big).$$

Multiplying out gives $E(D)+s^2E(X)$ and the cross terms $\tfrac s2\operatorname{Tr}(v[D]X)+\tfrac s2\operatorname{Tr}(v[X]D)$. By (c) they are equal and add up to $s\operatorname{Tr}(v[D]X)$.

The Lean proof turns on the tactic `linear_combination`. After the expansion by `simp only`, the two sides of the goal differ by $\tfrac s2\big(\operatorname{Tr}(v[X]D)-\operatorname{Tr}(v[D]X)\big)$. The tactic is given reciprocity multiplied by `s / 2`, subtracts it from the goal, and leaves an identity that ring algebra settles. The traces are treated as plain numbers, so the physics enters only through the supplied equation.

```lean
/-- The exact second-order expansion of the energy around `D` in the direction `X`, for an
exchange-symmetric interaction. -/
theorem energy_expansion (V : ι → ι → ι → ι → ℂ)
    (hV : ∀ a b c d, V a b c d = V b a d c) (D X : Matrix ι ι ℂ) (s : ℂ) :
    energy V (D + s • X) =
      energy V D + s * trace (potential V D * X) + s ^ 2 * energy V X := by
  simp only [energy_eq_half_trace, potential_add_smul, Matrix.add_mul, Matrix.mul_add,
    Matrix.smul_mul, Matrix.mul_smul, Matrix.trace_add, Matrix.trace_smul, smul_eq_mul]
  -- the two cross terms agree by reciprocity
  linear_combination (s / 2) * potential_reciprocity V hV X D
```

## (f) The derivative of the energy

Assume exchange symmetry and let $t$ be real. Show that, for all $D$ and $X$,

$$\left.\frac{d}{dt}E(D+tX)\right|_{t=0}=\sum_{ac}v[D]_{ac}X_{ca}.$$

**Solution.** Put $s=t$ in (e). The derivative of the quadratic is $\operatorname{Tr}(v[D]X)+2tE(X)$, which at $t=0$ is the required sum.

For a table of numbers without the symmetry, which no interaction between identical electrons produces, the formula can fail. Take two orbitals and let $V_{1212}=1$ be the only nonzero element, so that $V_{2121}=0$ breaks it. Then $E(D)=\tfrac12(D_{11}D_{22}-D_{12}D_{21})$. Let $D$ have the single nonzero entry $D_{11}=1$ and $X$ the single nonzero entry $X_{22}=1$. The energy is $E(D+tX)=t/2$, with slope $\tfrac12$, but the sum on the right is $v[D]_{22}=0$.

In the Lean statement, `HasDerivAt` says that the function of real `t` is differentiable at `0` with the given derivative. The proof differentiates the embedding of the reals in the complex numbers (`hid`), builds the quadratic from it, and uses (e) to identify that quadratic with the energy.

```lean
/-- For an exchange-symmetric interaction, the derivative of the Liechtenstein energy at `D` in the
direction `X` is `∑ v_ac X_ca`, with `v` the Hartree-Fock orbital potential of `D`. -/
theorem hasDerivAt_energy (V : ι → ι → ι → ι → ℂ)
    (hV : ∀ a b c d, V a b c d = V b a d c) (D X : Matrix ι ι ℂ) :
    HasDerivAt (fun t : ℝ => energy V (D + (t : ℂ) • X))
      (∑ a, ∑ c, potential V D a c * X c a) 0 := by
  have htr : ∑ a, ∑ c, potential V D a c * X c a = trace (potential V D * X) := by
    simp only [Matrix.trace, Matrix.diag_apply, Matrix.mul_apply]
  have hid : HasDerivAt (fun t : ℝ => (t : ℂ)) 1 0 := by
    simpa using (hasDerivAt_id' (0 : ℝ)).ofReal_comp
  -- differentiate the quadratic polynomial in t
  have h := ((hid.mul_const (trace (potential V D * X))).const_add (energy V D)).fun_add
    ((hid.fun_pow 2).mul_const (energy V X))
  rw [htr]
  simp only [energy_expansion V hV]
  exact h.congr_deriv (by simp)
```

## (g) Stationarity under orbital rotations

To first order, a rotation of the orbitals generated by $K$ changes $D$ by $KD-DK$. Assume exchange symmetry and show that the derivative of $E$ at $D$ vanishes in all these directions, for arbitrary complex $K$, exactly when

$$v[D]\,D=D\,v[D].$$

**Solution.** By (f) and the cyclic property of the trace, the derivative is

$$\operatorname{Tr}\big(v[D](KD-DK)\big)=\operatorname{Tr}\big((D\,v[D]-v[D]\,D)K\big).$$

If the commutator vanishes, so does the derivative. Conversely, write $M=D\,v[D]-v[D]\,D$ and choose $K$ with the single nonzero entry $K_{ca}=1$. Then $\operatorname{Tr}(MK)=M_{ac}$, so every entry of $M$ is zero.

A unitary rotation has an anti-Hermitian $K$. These $K$ alone give the same condition, because the trace is linear in $K$ and every matrix can be written as $A+iB$ with $A$ and $B$ anti-Hermitian.

In the code, `key` is the trace identity and `aux` the choice of $K$. Uniqueness of derivatives turns the assumed stationarity into a vanishing trace. The condition concerns the interaction energy and the localised orbitals alone. In a full calculation, it is the whole one-electron Hamiltonian, with this potential as one part, that must commute with the density matrix of the whole system.

```lean
/-- For an exchange-symmetric interaction, the energy is stationary at `D` along every direction `K
D - D K` exactly when the orbital potential commutes with the density matrix. -/
theorem stationary_iff_commute (V : ι → ι → ι → ι → ℂ)
    (hV : ∀ a b c d, V a b c d = V b a d c) (D : Matrix ι ι ℂ) :
    (∀ K : Matrix ι ι ℂ,
      HasDerivAt (fun t : ℝ => energy V (D + (t : ℂ) • (K * D - D * K))) 0 0) ↔
      potential V D * D = D * potential V D := by
  classical
  have key : ∀ K : Matrix ι ι ℂ,
      ∑ a, ∑ c, potential V D a c * (K * D - D * K) c a =
        trace ((D * potential V D - potential V D * D) * K) := by
    intro K
    have h1 : trace (potential V D * (K * D - D * K)) =
        trace ((D * potential V D - potential V D * D) * K) := by
      rw [Matrix.mul_sub, Matrix.sub_mul, Matrix.trace_sub, Matrix.trace_sub,
        ← Matrix.mul_assoc, ← Matrix.mul_assoc, Matrix.trace_mul_cycle (potential V D) K D]
    rw [← h1]
    simp only [Matrix.trace, Matrix.diag_apply, Matrix.mul_apply]
  -- a matrix whose trace with every K vanishes is zero
  have aux : ∀ M : Matrix ι ι ℂ, (∀ K : Matrix ι ι ℂ, trace (M * K) = 0) → M = 0 := by
    intro M hM
    ext a c
    simpa [Matrix.trace, Matrix.mul_apply] using
      hM (Matrix.of fun i j => if i = c then (if j = a then 1 else 0) else 0)
  constructor
  · intro h
    refine (sub_eq_zero.mp (aux _ fun K => ?_)).symm
    rw [← key K]
    exact (hasDerivAt_energy V hV D (K * D - D * K)).unique (h K)
  · intro h K
    have hK := hasDerivAt_energy V hV D (K * D - D * K)
    rw [key K, h, sub_self, Matrix.zero_mul, Matrix.trace_zero] at hK
    exact hK
```

## (h) Finite energy differences

Assume exchange symmetry. For two density matrices $D$ and $D'$, show that

$$E(D')-E(D)=\operatorname{Tr}\!\left(v\!\left[\tfrac12(D+D')\right](D'-D)\right).$$

**Solution.** Let $M=\tfrac12(D+D')$ and $\Delta=D'-D$, so that $D'=M+\tfrac12\Delta$ and $D=M-\tfrac12\Delta$. Expand both energies around $M$ with (e). In the difference, $E(M)$ and the quadratic terms $\tfrac14E(\Delta)$ cancel, and the linear terms add up to $\operatorname{Tr}(v[M]\Delta)$. Lean follows the same route, with `h1` and `h2` as the two expansions.

For a DFT+U code this means that, with $V$ fixed, a central difference of this interaction energy, taken by displacing the density matrix itself by equal steps $\pm hX$, tests the potential with no step-size error, only rounding.

```lean
/-- For an exchange-symmetric interaction, the energy difference between two density matrices is the
trace of their difference with the orbital potential evaluated at their midpoint. -/
theorem energy_sub_eq_midpoint (V : ι → ι → ι → ι → ℂ)
    (hV : ∀ a b c d, V a b c d = V b a d c) (D D' : Matrix ι ι ℂ) :
    energy V D' - energy V D =
      trace (potential V ((1 / 2 : ℂ) • (D + D')) * (D' - D)) := by
  -- expand around the midpoint, half a step forwards and half a step backwards
  have h1 := energy_expansion V hV ((1 / 2 : ℂ) • (D + D')) (D' - D) (1 / 2)
  have h2 := energy_expansion V hV ((1 / 2 : ℂ) • (D + D')) (D' - D) (-1 / 2)
  have e1 : (1 / 2 : ℂ) • (D + D') + (1 / 2 : ℂ) • (D' - D) = D' := by module
  have e2 : (1 / 2 : ℂ) • (D + D') + (-1 / 2 : ℂ) • (D' - D) = D := by module
  rw [e1] at h1
  rw [e2] at h2
  linear_combination h1 - h2
```

## (i) The one-parameter interaction

Check that $V_{abcd}=U\delta_{ac}\delta_{bd}$ has exchange symmetry, and show that its potential is

$$v[D]=U\,(\operatorname{Tr}D\;\mathbb 1-D).$$

**Solution.** Swapping the electrons turns $\delta_{ac}\delta_{bd}$ into $\delta_{bd}\delta_{ac}$, which is the same. For the potential,

$$v[D]_{ac}=U\sum_{bd}(\delta_{ac}\delta_{bd}-\delta_{ad}\delta_{bc})D_{db}=U(\delta_{ac}\operatorname{Tr}D-D_{ac}).$$

The Lean proof treats diagonal and off-diagonal entries separately.

```lean
/-- The on-site interaction with parameter `U` has the required exchange symmetry, and its orbital
potential is `U (Tr D · 1 - D)`. -/
theorem onsite_witness [DecidableEq ι] (U : ℂ) (D : Matrix ι ι ℂ) :
    (∀ a b c d : ι, onsite U a b c d = onsite U b a d c) ∧
      potential (onsite U) D = U • (trace D • (1 : Matrix ι ι ℂ) - D) := by
  constructor
  · intro a b c d
    by_cases h1 : a = c <;> by_cases h2 : b = d <;> simp [onsite, h1, h2]
  · ext a c
    by_cases h : a = c
    · subst h
      simp [potential, onsite, sub_mul, Finset.sum_sub_distrib, Matrix.trace,
        Finset.mul_sum, mul_sub]
    · simp [potential, onsite, h]

end

end LiechtensteinPotential
```

```lean
#print axioms LiechtensteinPotential.hasDerivAt_energy
#print axioms LiechtensteinPotential.stationary_iff_commute
#print axioms LiechtensteinPotential.energy_sub_eq_midpoint
```

```
'LiechtensteinPotential.hasDerivAt_energy' depends on axioms: [propext, Classical.choice, Quot.sound]
'LiechtensteinPotential.stationary_iff_commute' depends on axioms: [propext, Classical.choice, Quot.sound]
'LiechtensteinPotential.energy_sub_eq_midpoint' depends on axioms: [propext, Classical.choice, Quot.sound]
```
